# When the cross product of two real 3-vectors vanishes, (a · a) b = (a · b) a

The lemma concerns two vectors a and b in real three-dimensional space whose cross product is zero, and states that (a · a) b = (a · b) a. Neither vector need be normalised or nonzero. If a is nonzero, dividing by a · a shows that b equals its own projection along a, which for a unit vector a is (a · b) a; if a is zero, both sides vanish. The attempt reads off the three component equations of the zero cross product, then proves the claimed equality component by component, each time as a linear combination of two of those equations.

In Lean, a first try:

```lean
import Mathlib

open Matrix

namespace ParallelOfCrossEqZero

noncomputable section

/-- If `a × b = 0`, then `(a · a) b = (a · b) a`. -/
theorem parallel_of_cross_eq_zero {a b : Fin 3 → ℝ} (h : crossProduct a b = 0) :
    (a ⬝ᵥ a) • b = (a ⬝ᵥ b) • a := by
  have h0 : a 1 * b 2 - a 2 * b 1 = 0 := by simpa [cross_apply] using congrFun h 0
  have h1 : a 2 * b 0 - a 0 * b 2 = 0 := by simpa [cross_apply] using congrFun h 1
  have h2 : a 0 * b 1 - a 1 * b 0 = 0 := by simpa [cross_apply] using congrFun h 2
  funext k
  simp only [Pi.smul_apply, smul_eq_mul, dotProduct, Fin.sum_univ_three]
  fin_cases k
  · linear_combination a 2 * h1 - a 1 * h2
  · linear_combination a 0 * h2 - a 2 * h0
  · linear_combination a 1 * h0 - a 0 * h1

end

end ParallelOfCrossEqZero
```

Messages:

```
Main.lean:18:4: error: ring failed, ring expressions not equal
a b : Fin 3 → ℝ
h : (crossProduct a) b = 0
h0 : a 1 * b 2 - a 2 * b 1 = 0
h1 : a 2 * b 0 - a 0 * b 2 = 0
h2 : a 0 * b 1 - a 1 * b 0 = 0
⊢ a 0 * a 1 * b 1 + a 0 * a 2 * b 2 - a 0 * b 0 * a ⟨0, ⋯⟩ + a 0 ^ 2 * b ⟨0, ⋯⟩ - a 1 * b 1 * a ⟨0, ⋯⟩ +
              a 1 ^ 2 * b ⟨0, ⋯⟩ -
            a 1 ^ 2 * b 0 -
          a 2 * b 2 * a ⟨0, ⋯⟩ +
        a 2 ^ 2 * b ⟨0, ⋯⟩ -
      a 2 ^ 2 * b 0 =
    0
Main.lean:19:4: error: ring failed, ring expressions not equal
a b : Fin 3 → ℝ
h : (crossProduct a) b = 0
h0 : a 1 * b 2 - a 2 * b 1 = 0
h1 : a 2 * b 0 - a 0 * b 2 = 0
h2 : a 0 * b 1 - a 1 * b 0 = 0
⊢ a 0 * a 1 * b 0 - a 0 * b 0 * a ⟨1, ⋯⟩ + a 0 ^ 2 * b ⟨1, ⋯⟩ - a 0 ^ 2 * b 1 + a 1 * a 2 * b 2 - a 1 * b 1 * a ⟨1, ⋯⟩ +
            a 1 ^ 2 * b ⟨1, ⋯⟩ -
          a 2 * b 2 * a ⟨1, ⋯⟩ +
        a 2 ^ 2 * b ⟨1, ⋯⟩ -
      a 2 ^ 2 * b 1 =
    0
Main.lean:20:4: error: ring failed, ring expressions not equal
a b : Fin 3 → ℝ
h : (crossProduct a) b = 0
h0 : a 1 * b 2 - a 2 * b 1 = 0
h1 : a 2 * b 0 - a 0 * b 2 = 0
h2 : a 0 * b 1 - a 1 * b 0 = 0
⊢ a 0 * a 2 * b 0 - a 0 * b 0 * a ⟨2, ⋯⟩ + a 0 ^ 2 * b ⟨2, ⋯⟩ - a 0 ^ 2 * b 2 + a 1 * a 2 * b 1 - a 1 * b 1 * a ⟨2, ⋯⟩ +
            a 1 ^ 2 * b ⟨2, ⋯⟩ -
          a 1 ^ 2 * b 2 -
        a 2 * b 2 * a ⟨2, ⋯⟩ +
      a 2 ^ 2 * b ⟨2, ⋯⟩ =
    0
```

The repair, with which the file compiles:

```diff
@@ -16,7 +16,13 @@
   simp only [Pi.smul_apply, smul_eq_mul, dotProduct, Fin.sum_univ_three]
   fin_cases k
-  · linear_combination a 2 * h1 - a 1 * h2
-  · linear_combination a 0 * h2 - a 2 * h0
-  · linear_combination a 1 * h0 - a 0 * h1
+  · change (a 0 * a 0 + a 1 * a 1 + a 2 * a 2) * b 0 =
+      (a 0 * b 0 + a 1 * b 1 + a 2 * b 2) * a 0
+    linear_combination a 2 * h1 - a 1 * h2
+  · change (a 0 * a 0 + a 1 * a 1 + a 2 * a 2) * b 1 =
+      (a 0 * b 0 + a 1 * b 1 + a 2 * b 2) * a 1
+    linear_combination a 0 * h2 - a 2 * h0
+  · change (a 0 * a 0 + a 1 * a 1 + a 2 * a 2) * b 2 =
+      (a 0 * b 0 + a 1 * b 1 + a 2 * b 2) * a 2
+    linear_combination a 1 * h0 - a 0 * h1
 
 end
```

What went wrong. All three errors have the same cause. After `fin_cases k`, the goals contain the index in forms such as `⟨0, ⋯⟩`, while the hypotheses and the expanded dot products use the numerals `0`, `1` and `2`. These are the same indices by definition, but the `ring` step that checks each `linear_combination` does not identify them here. It treats `a 0` and `a ⟨0, ⋯⟩` as unrelated quantities, and likewise for `b`, so terms that should cancel remain in the reported goals.

The coefficients were already right, and the diff keeps them unchanged. Before each `linear_combination` it adds a `change` that restates the goal with numeral indices throughout. Lean accepts the restatement because the two forms are equal by definition. The matching entries are now written alike, so the terms cancel and `ring` can close each goal.
